# The hopping ring with 4n + 2 sites and t > 0 has a gap of 4t sin(π/N) around zero energy, closing as N grows

Take a ring of $N$ equivalent atoms with one orbital and one electron each. In spin-restricted, closed-shell mean-field theory every electron moves under the same effective one-electron operator, and two electrons of opposite spin fill each of the lowest orbitals. For $N = 4n+2$, with $n = 0, 1, 2, \dots$, this gives a closed shell of $2n+1$ doubly occupied orbitals. How much energy separates the last filled level from the first empty one, and what becomes of that gap in a large ring?

Here the Fock operator is replaced by a fixed hopping between neighbours, with amplitude $-t$ and the site energy as zero. The constant $t$ stands for the bonding coupling of adjacent orbitals; $t > 0$ puts their in-phase combination lowest. There is no self-consistency, explicit exchange or orbital overlap. For $N = 2$ both neighbours of an atom are the same atom, and the model counts that coupling twice. In this non-interacting, one-parameter model, the answer shows how a finite ring, or a finite set of $k$-points, can display a gap that the infinite chain lacks.

## The ring and its levels

```lean
import Mathlib

open Filter Topology
open scoped Real

namespace PeriodicRingGap

noncomputable section
```

The file loads the mathematical library Mathlib and makes the notation for $\pi$ and for limits available.

```lean
/-- The phase advance per site, `2πk/N`, of the Bloch wave `k` on a ring of `N = 4n + 2` sites. -/
def blochAngle (n : ℕ) (k : ℤ) : ℝ := 2 * π * k / (4 * n + 2)
```

This defines the phase advance from one site to the next,
$$\theta_k = \frac{2\pi k}{N}, \qquad N = 4n+2.$$
The types say that `n` is a natural number (`ℕ`, including 0), `k` is any integer (`ℤ`), and the result is real.

```lean
/-- The ring level `-2t cos(2πk/N)` with `N = 4n + 2`. -/
def ringLevel (t : ℝ) (n : ℕ) (k : ℤ) : ℝ := -2 * t * Real.cos (blochAngle n k)
```

The level is $\varepsilon_k = -2t\cos\theta_k$. At this point it is only a formula; its link to an operator comes below.

```lean
/-- The nearest-neighbour hopping operator with amplitude `-t`. -/
def ringHop (t : ℝ) (ψ : ℤ → ℂ) : ℤ → ℂ := fun j => -(t : ℂ) * (ψ (j + 1) + ψ (j - 1))
```

An orbital is a function $\psi$ giving a complex amplitude at each integer site $j$. The operator $h$ acts as
$$(h\psi)(j) = -t\,[\psi(j+1) + \psi(j-1)].$$
The sites run over all integers, and the ring enters through functions of period $N$.

```lean
/-- The Bloch wave `exp(2πikj/N)` as a function of the site `j`, with `N = 4n + 2`. -/
def blochWave (n : ℕ) (k : ℤ) : ℤ → ℂ :=
  fun j => Complex.exp ((blochAngle n k : ℂ) * j * Complex.I)
```

The Bloch wave is $\psi_k(j) = e^{i\theta_k j}$. It has modulus 1 at every site; the orbital normalised on the ring is $\psi_k/\sqrt N$, with the same eigenvalue.

```lean
/-- The difference between the levels `k = n + 1` and `k = n`. -/
def ringGap (t : ℝ) (n : ℕ) : ℝ := ringLevel t n (n + 1) - ringLevel t n n
```

The gap is defined as $\varepsilon_{n+1} - \varepsilon_n$. In `ringLevel t n n` the first `n` fixes the ring size and the second is the value of $k$. That these two levels are the ones next to zero has to be proved.

## Bloch waves are eigenfunctions on the ring

```lean
/-- A Bloch wave returns to itself after `4n + 2` sites. -/
theorem blochWave_periodic (n : ℕ) (k j : ℤ) :
    blochWave n k (j + (4 * n + 2)) = blochWave n k j := by
  have hN : (4 * (n : ℂ) + 2) ≠ 0 := by
    exact_mod_cast (show 4 * n + 2 ≠ 0 by omega)
  have hθ : (blochAngle n k : ℂ) * (4 * n + 2) = 2 * π * k := by
    unfold blochAngle
    push_cast
    exact div_mul_cancel₀ _ hN
  -- one turn around the ring adds a multiple of `2πi` to the exponent
  have h : (blochAngle n k : ℂ) * ((j + (4 * n + 2) : ℤ) : ℂ) * Complex.I
      = (blochAngle n k : ℂ) * j * Complex.I + k * (2 * π * Complex.I) := by
    push_cast
    linear_combination Complex.I * hθ
  unfold blochWave
  rw [h, Complex.exp_add, Complex.exp_int_mul_two_pi_mul_I, mul_one]
```

In a theorem, the statement stands before `:= by` and the proof after it. This one says $\psi_k(j+N) = \psi_k(j)$. By hand, $\theta_k N = 2\pi k$, so
$$e^{i\theta_k(j+N)} = e^{i\theta_k j}\,e^{2\pi i k} = e^{i\theta_k j}.$$
Each `have` records an intermediate result: `hθ` is $\theta_k N = 2\pi k$, and `h` is the resulting split of the exponent.

```lean
/-- The hopping operator multiplies the Bloch wave `k` by the ring level `k`. -/
theorem ringHop_blochWave (t : ℝ) (n : ℕ) (k j : ℤ) :
    ringHop t (blochWave n k) j = (ringLevel t n k : ℂ) * blochWave n k j := by
  have hc := Complex.two_cos (blochAngle n k : ℂ)
  have h1 : blochWave n k (j + 1)
      = blochWave n k j * Complex.exp ((blochAngle n k : ℂ) * Complex.I) := by
    unfold blochWave
    rw [← Complex.exp_add]
    congr 1
    push_cast
    ring
  have h2 : blochWave n k (j - 1)
      = blochWave n k j * Complex.exp (-(blochAngle n k : ℂ) * Complex.I) := by
    unfold blochWave
    rw [← Complex.exp_add]
    congr 1
    push_cast
    ring
  unfold ringHop ringLevel
  rw [h1, h2]
  push_cast
  linear_combination ((t : ℂ) * blochWave n k j) * hc
```

This is the eigenvalue equation $h\psi_k = \varepsilon_k\psi_k$, written site by site. Since $\psi_k(j\pm1) = e^{\pm i\theta_k}\psi_k(j)$,
$$(h\psi_k)(j) = -t\,(e^{i\theta_k} + e^{-i\theta_k})\,\psi_k(j) = -2t\cos\theta_k\;\psi_k(j).$$
The steps `h1` and `h2` are the two neighbour relations, and `hc` is Euler's formula for the cosine. The final `linear_combination` checks that the claim is a multiple of `hc`.

## Two symmetries of the levels

```lean
/-- Shifting `k` by half the ring, `2n + 1`, reverses the sign of the level. -/
theorem ringLevel_add_half (t : ℝ) (n : ℕ) (k : ℤ) :
    ringLevel t n (k + (2 * n + 1)) = -ringLevel t n k := by
  have hN : (4 * (n : ℝ) + 2) ≠ 0 := by positivity
  have h : blochAngle n (k + (2 * n + 1)) = blochAngle n k + π := by
    unfold blochAngle
    push_cast
    rw [div_eq_iff hN, add_mul, div_mul_cancel₀ _ hN]
    ring
  unfold ringLevel
  rw [h, Real.cos_add_pi]
  ring
```

Moving $k$ by half the ring gives
$$\theta_{k+2n+1} = \theta_k + \frac{2\pi(2n+1)}{4n+2} = \theta_k + \pi,$$
and the cosine changes sign, so $\varepsilon_{k+2n+1} = -\varepsilon_k$. Every level has a partner at the opposite energy.

```lean
/-- Every level equals one with `k` in the window `-n ≤ k ≤ 3n + 1`. -/
theorem ringLevel_zone (t : ℝ) (n : ℕ) (k : ℤ) :
    ∃ r : ℤ, -(n : ℤ) ≤ r ∧ r ≤ 3 * n + 1 ∧ ringLevel t n k = ringLevel t n r := by
  have hN : (4 * (n : ℝ) + 2) ≠ 0 := by positivity
  have hp : ∀ r q : ℤ, ringLevel t n (r + (4 * n + 2) * q) = ringLevel t n r := by
    intro r q
    have h : blochAngle n (r + (4 * n + 2) * q) = blochAngle n r + q * (2 * π) := by
      unfold blochAngle
      push_cast
      have hc := div_mul_cancel₀ (2 * π * (r : ℝ)) hN
      rw [div_eq_iff hN]
      linear_combination -hc
    unfold ringLevel
    rw [h, Real.cos_add_int_mul_two_pi]
  have h1 := Int.emod_nonneg (k + n) (show (4 * (n : ℤ) + 2) ≠ 0 by omega)
  have h2 := Int.emod_lt_of_pos (k + n) (show 0 < (4 * (n : ℤ) + 2) by omega)
  refine ⟨(k + n) % (4 * n + 2) - n, by linarith, by linarith, ?_⟩
  -- division with remainder splits `k` into a window value and full turns
  have hk : k = ((k + n) % (4 * n + 2) - n) + (4 * n + 2) * ((k + n) / (4 * n + 2)) := by
    rw [Int.emod_def]
    ring
  exact (congrArg (ringLevel t n) hk).trans (hp _ _)
```

Every integer $k$ has the same level as some $r$ with $-n \le r \le 3n+1$, a window of exactly $N$ integers. Divide $k+n$ by $N$ to get a quotient $q$ and a remainder between $0$ and $4n+1$, and let $r$ be the remainder minus $n$. Then $k = r + Nq$ and $\theta_k = \theta_r + 2\pi q$, which leaves the cosine unchanged. In Lean, `%` is the remainder, `hk` is the splitting of $k$, and `hp` is the invariance under full turns.

## The two levels next to zero

```lean
/-- The levels `k = n` and `k = n + 1` are `-2t sin(π/N)` and `2t sin(π/N)`, with `N = 4n + 2`. -/
theorem ringLevel_frontier (t : ℝ) (n : ℕ) :
    ringLevel t n n = -(2 * t * Real.sin (π / (4 * n + 2))) ∧
      ringLevel t n (n + 1) = 2 * t * Real.sin (π / (4 * n + 2)) := by
  have hN : (4 * (n : ℝ) + 2) ≠ 0 := by positivity
  have h : blochAngle n n = π / 2 - π / (4 * n + 2) := by
    unfold blochAngle
    push_cast
    rw [div_eq_iff hN, sub_mul, div_mul_cancel₀ _ hN]
    ring
  have h1 : ringLevel t n n = -(2 * t * Real.sin (π / (4 * n + 2))) := by
    unfold ringLevel
    rw [h, Real.cos_pi_div_two_sub]
    ring
  have h2 : ringLevel t n (-(n : ℤ)) = ringLevel t n n := by
    have hneg : blochAngle n (-(n : ℤ)) = -blochAngle n n := by
      unfold blochAngle
      push_cast
      ring
    unfold ringLevel
    rw [hneg, Real.cos_neg]
  refine ⟨h1, ?_⟩
  -- `n + 1` is the half-ring partner of `-n`
  have h3 := ringLevel_add_half t n (-(n : ℤ))
  rw [show -(n : ℤ) + (2 * n + 1) = n + 1 by ring] at h3
  rw [h3, h2, h1, neg_neg]
```

The values are $\varepsilon_n = -2t\sin(\pi/N)$ and $\varepsilon_{n+1} = 2t\sin(\pi/N)$. For the first, $2\pi n = \tfrac{\pi}{2}(4n+2) - \pi$, and dividing by $N$ gives
$$\theta_n = \frac{\pi}{2} - \frac{\pi}{N}, \qquad \cos\theta_n = \sin\frac{\pi}{N}.$$
For the second, $n+1 = -n + (2n+1)$, so the half-ring shift and the evenness of the cosine give $\varepsilon_{n+1} = -\varepsilon_{-n} = -\varepsilon_n$. The proof follows this route through `h1`, `h2` and `h3`.

```lean
/-- For `t > 0`, levels with `-n ≤ k ≤ n` lie at or below level `n`, and levels with
`n + 1 ≤ k ≤ 3n + 1` lie at or above minus level `n`. -/
theorem ringLevel_bounds {t : ℝ} (ht : 0 < t) (n : ℕ) :
    (∀ k : ℤ, -(n : ℤ) ≤ k → k ≤ n → ringLevel t n k ≤ ringLevel t n n) ∧
      (∀ k : ℤ, (n : ℤ) + 1 ≤ k → k ≤ 3 * n + 1 → -ringLevel t n n ≤ ringLevel t n k) := by
  have mono : ∀ a b : ℤ, a ≤ b → blochAngle n a ≤ blochAngle n b := by
    intro a b h
    have h' : (a : ℝ) ≤ b := by exact_mod_cast h
    unfold blochAngle
    gcongr
  have hneg : blochAngle n (-(n : ℤ)) = -blochAngle n n := by
    unfold blochAngle
    push_cast
    ring
  have htop : blochAngle n n ≤ π := by
    have h0 : (0 : ℝ) ≤ n := n.cast_nonneg
    unfold blochAngle
    push_cast
    rw [div_le_iff₀ (by positivity)]
    nlinarith [Real.pi_pos, mul_nonneg Real.pi_pos.le h0]
  have lower : ∀ k : ℤ, -(n : ℤ) ≤ k → k ≤ n → ringLevel t n k ≤ ringLevel t n n := by
    intro k h1 h2
    have habs : |blochAngle n k| ≤ blochAngle n n :=
      abs_le.2 ⟨by rw [← hneg]; exact mono _ _ h1, mono _ _ h2⟩
    -- the cosine decreases on `[0, π]`
    have hc := Real.cos_le_cos_of_nonneg_of_le_pi (abs_nonneg _) htop habs
    rw [Real.cos_abs] at hc
    unfold ringLevel
    nlinarith [mul_le_mul_of_nonneg_left hc ht.le]
  refine ⟨lower, ?_⟩
  intro k h1 h2
  have h := lower (k - (2 * n + 1)) (by omega) (by omega)
  have p := ringLevel_add_half t n (k - (2 * n + 1))
  rw [sub_add_cancel] at p
  linarith
```

From here on $t > 0$ is assumed, as the hypothesis `ht`. If $-n \le k \le n$, then $|\theta_k| \le \theta_n \le \pi$. The cosine decreases on $[0,\pi]$, so $\cos\theta_k \ge \cos\theta_n$, and multiplying by $-2t$ gives $\varepsilon_k \le \varepsilon_n$.

If $n+1 \le k \le 3n+1$, then $k' = k-(2n+1)$ lies between $-n$ and $n$, so
$$\varepsilon_k = -\varepsilon_{k'} \ge -\varepsilon_n.$$
Lean proves the first half as `lower` and applies it to $k'$ for the second; `omega` settles the integer inequalities.

```lean
/-- For `t > 0` the levels are negative for `-n ≤ k ≤ n` and positive for
`n + 1 ≤ k ≤ 3n + 1`. -/
theorem ringLevel_signs {t : ℝ} (ht : 0 < t) (n : ℕ) :
    (∀ k : ℤ, -(n : ℤ) ≤ k → k ≤ n → ringLevel t n k < 0) ∧
      (∀ k : ℤ, (n : ℤ) + 1 ≤ k → k ≤ 3 * n + 1 → 0 < ringLevel t n k) := by
  have h0 : (0 : ℝ) ≤ n := n.cast_nonneg
  have hs : 0 < Real.sin (π / (4 * n + 2)) :=
    Real.sin_pos_of_pos_of_lt_pi (by positivity) (div_lt_self Real.pi_pos (by linarith))
  have hH : ringLevel t n n < 0 := by
    rw [(ringLevel_frontier t n).1]
    exact neg_neg_of_pos (by positivity)
  obtain ⟨lo, hi⟩ := ringLevel_bounds ht n
  exact ⟨fun k h1 h2 => (lo k h1 h2).trans_lt hH,
    fun k h1 h2 => (neg_pos.2 hH).trans_le (hi k h1 h2)⟩
```

Since $0 < \pi/N < \pi$, the sine of $\pi/N$ is positive and $\varepsilon_n < 0$. The previous bounds then make every level with $-n \le k \le n$ negative and every level with $n+1 \le k \le 3n+1$ positive. No level is zero.

```lean
/-- For `t > 0`, level `n` is the largest negative level, level `n + 1` is the smallest
positive one, and they differ by `4t sin(π/N)` with `N = 4n + 2`. -/
theorem ringGap_eq {t : ℝ} (ht : 0 < t) (n : ℕ) :
    IsGreatest {e | e ∈ Set.range (ringLevel t n) ∧ e < 0} (ringLevel t n n) ∧
      IsLeast {e | e ∈ Set.range (ringLevel t n) ∧ 0 < e} (ringLevel t n (n + 1)) ∧
      ringGap t n = 4 * t * Real.sin (π / (4 * n + 2)) := by
  obtain ⟨lo, hi⟩ := ringLevel_bounds ht n
  obtain ⟨neg, pos⟩ := ringLevel_signs ht n
  obtain ⟨hH, hL⟩ := ringLevel_frontier t n
  refine ⟨⟨⟨⟨n, rfl⟩, neg n (by omega) le_rfl⟩, ?_⟩,
    ⟨⟨⟨n + 1, rfl⟩, pos _ le_rfl (by omega)⟩, ?_⟩, ?_⟩
  · rintro e ⟨⟨k, rfl⟩, he⟩
    obtain ⟨r, h1, h2, hr⟩ := ringLevel_zone t n k
    rw [hr] at he ⊢
    rcases le_or_gt r (n : ℤ) with h | h
    · exact lo r h1 h
    · exact absurd he (not_lt_of_ge (pos r (by omega) h2).le)
  · rintro e ⟨⟨k, rfl⟩, he⟩
    obtain ⟨r, h1, h2, hr⟩ := ringLevel_zone t n k
    rw [hr] at he ⊢
    rcases le_or_gt r (n : ℤ) with h | h
    · exact absurd he (not_lt_of_ge (neg r h1 h).le)
    · have := hi r (by omega) h2
      linarith
  · unfold ringGap
    rw [hH, hL]
    ring
```

The theorem has three parts, joined by `∧` ("and"). The set `Set.range (ringLevel t n)` contains the energies $\varepsilon_k$ for all integers $k$. `IsGreatest` says that $\varepsilon_n$ belongs to the negative ones and that none of them exceeds it; `IsLeast` says the corresponding thing for $\varepsilon_{n+1}$ among the positive ones. The third part is
$$\varepsilon_{n+1} - \varepsilon_n = 2t\sin\frac{\pi}{N} + 2t\sin\frac{\pi}{N} = 4t\sin\frac{\pi}{N}.$$

To show that no negative level lies above $\varepsilon_n$, take any $k$ with $\varepsilon_k < 0$ and replace it by its window value $r$. If $r \le n$, the bound applies. If $r > n$, the level would be positive, a contradiction. The argument for the positive levels is the mirror image.

The negative levels belong to the $2n+1$ values $-n \le k \le n$, one for each doubly occupied orbital. The $N$ Bloch waves with $k$ in the window form a basis for the functions of period $N$, a standard fact that is not proved here, so no orbital is missing. With the filling described at the start, $4t\sin(\pi/N)$ is therefore the gap between the highest occupied and the lowest empty orbital. The theorem itself speaks of energies and contains no electrons.

## How fast the gap closes

```lean
/-- For `t > 0` the gap lies between `8t/N` and `4πt/N`, with `N = 4n + 2`. -/
theorem ringGap_bounds {t : ℝ} (ht : 0 < t) (n : ℕ) :
    8 * t / (4 * n + 2) ≤ ringGap t n ∧ ringGap t n ≤ 4 * π * t / (4 * n + 2) := by
  have h0 : (0 : ℝ) ≤ n := n.cast_nonneg
  have hx : 0 ≤ π / (4 * (n : ℝ) + 2) := by positivity
  have hx2 : π / (4 * (n : ℝ) + 2) ≤ π / 2 :=
    div_le_div_of_nonneg_left Real.pi_pos.le (by norm_num) (by linarith)
  have h4 : 0 ≤ 4 * t := by positivity
  rw [(ringGap_eq ht n).2.2]
  constructor
  · -- the chord of the sine on `[0, π/2]` lies below it
    have h := mul_le_mul_of_nonneg_left (Real.mul_le_sin hx hx2) h4
    have e : 4 * t * (2 / π * (π / (4 * (n : ℝ) + 2))) = 8 * t / (4 * n + 2) := by
      rw [div_mul_div_cancel₀ Real.pi_ne_zero]
      ring
    rwa [e] at h
  · have h := mul_le_mul_of_nonneg_left (Real.sin_le hx) h4
    have e : 4 * t * (π / (4 * (n : ℝ) + 2)) = 4 * π * t / (4 * n + 2) := by ring
    rwa [e] at h
```

For $0 \le x \le \pi/2$ the sine lies between its chord and its tangent at the origin, $2x/\pi \le \sin x \le x$. Setting $x = \pi/N$, which is allowed because $N \ge 2$, and multiplying by $4t$ gives
$$\frac{8t}{N} \le 4t\sin\frac{\pi}{N} \le \frac{4\pi t}{N}.$$
The two halves of the proof use `Real.mul_le_sin` and `Real.sin_le` for these inequalities. The gap is therefore of order $1/N$.

```lean
/-- For `t > 0` the gap tends to zero as the ring grows. -/
theorem ringGap_tendsto_zero {t : ℝ} (ht : 0 < t) :
    Tendsto (ringGap t) atTop (𝓝 0) := by
  have hN : Tendsto (fun n : ℕ => 4 * (n : ℝ) + 2) atTop atTop := by
    refine tendsto_atTop_mono (fun n => ?_) (tendsto_natCast_atTop_atTop (R := ℝ))
    have h0 : (0 : ℝ) ≤ n := n.cast_nonneg
    linarith
  exact squeeze_zero (fun n => le_trans (by positivity) (ringGap_bounds ht n).1)
    (fun n => (ringGap_bounds ht n).2) (hN.const_div_atTop (4 * π * t))

end

end PeriodicRingGap
```

`Tendsto (ringGap t) atTop (𝓝 0)` reads: with $t$ fixed, the gap as a function of $n$ tends to 0 as $n \to \infty$. The limit runs through the sizes $N = 4n+2$ only. The gap is at least 0 and at most $4\pi t/N$, and `squeeze_zero` concludes from the fact that this upper bound tends to 0.

## The ring as a finite matrix

The hopping operator could also have been written as an $N \times N$ Hermitian matrix, with sites counted modulo $N$. Periodicity would then be built into the orbitals, and the gap could be stated for the eigenvalues of the matrix. The proof would then have to include that no eigenvalue is missed, for example by showing that the $N$ Bloch waves form a basis. The present theorems only order the values $\varepsilon_k$; reading the result as a gap between orbitals relies on that same fact.

The smallest ring would need care. For $N = 2$ the sites $j+1$ and $j-1$ coincide, and the operator used here counts that neighbour twice, giving levels $\pm 2t$ and a gap of $4t$. A matrix with a single bond $-t$ between the two sites would give $\pm t$ and a gap of $2t$.

```lean
#print axioms PeriodicRingGap.blochWave_periodic
-- 'PeriodicRingGap.blochWave_periodic' depends on axioms: [propext, Classical.choice, Quot.sound]
#print axioms PeriodicRingGap.ringHop_blochWave
-- 'PeriodicRingGap.ringHop_blochWave' depends on axioms: [propext, Classical.choice, Quot.sound]
#print axioms PeriodicRingGap.ringGap_tendsto_zero
-- 'PeriodicRingGap.ringGap_tendsto_zero' depends on axioms: [propext, Classical.choice, Quot.sound]
```
